# The Aubry transform takes Harper solutions at potential strength l and energy E to solutions at 1/l and E/l

The model is a single particle on a finite ring of `N` sites, with unit hopping to both neighbours and the on-site energy 2l cos(2πpj/N), where l is real and non-zero. The theorem `aubry_mem_eigenspace` says that if ψ solves H(l)ψ = Eψ, then its Aubry transform, an unnormalised discrete Fourier sum with wave numbers counted in steps of `p`, solves H(1/l)φ = (E/l)φ. Membership of an eigenspace allows the zero vector, so the statement does not promise that the transform of a non-zero ψ is non-zero. The proof applies the transform to the eigenvalue equation, uses the earlier identity `aubry_harper`, which turns H(l) into l H(1/l), and then tries to cancel the factor l by rewriting the goal.

This version doesn't compile in Lean 4 with Mathlib:

```lean
import Mathlib

open Module.End

namespace AubryDuality

noncomputable section

/-- The Harper (Aubry-André) Hamiltonian on a ring of `N` sites: unit hopping to both
neighbours and the on-site energy `2 l cos (2 π p j / N)`. -/
def harper (N p : ℕ) (l : ℝ) : Module.End ℂ (ZMod N → ℂ) where
  toFun ψ j := ψ (j + 1) + ψ (j - 1)
    + ((2 * l * Real.cos (2 * Real.pi * p * j.val / N) : ℝ) : ℂ) * ψ j
  map_add' ψ φ := by
    ext j
    simp only [Pi.add_apply]
    ring
  map_smul' c ψ := by
    ext j
    simp only [Pi.smul_apply, smul_eq_mul, RingHom.id_apply]
    ring

/-- The lattice phase `exp (2 π i j / N)` as a character of the ring of sites. -/
abbrev phase (N : ℕ) [NeZero N] : AddChar (ZMod N) ℂ := ZMod.stdAddChar

/-- The Aubry transform: the discrete Fourier transform whose wave numbers are counted in
steps of the modulation `p`. -/
def aubry (N p : ℕ) [NeZero N] : (ZMod N → ℂ) →ₗ[ℂ] (ZMod N → ℂ) where
  toFun ψ k := ∑ j, phase N (p * j * k) * ψ j
  map_add' ψ φ := by
    ext k
    simp only [Pi.add_apply, mul_add, Finset.sum_add_distrib]
  map_smul' c ψ := by
    ext k
    simp only [Pi.smul_apply, smul_eq_mul, RingHom.id_apply, Finset.mul_sum]
    exact Finset.sum_congr rfl fun j _ => by ring

variable {N p : ℕ} [NeZero N]

/-- Twice the cosine, `2 cos (2 π p j / N)`, is the sum of the lattice phases at `p j` and at `-p
j`. -/
theorem two_cos_eq_phase (j : ZMod N) :
    ((2 * Real.cos (2 * Real.pi * p * j.val / N) : ℝ) : ℂ)
      = phase N (p * j) + phase N (-(p * j)) := by
  have e : (p : ZMod N) * j = (((p : ℤ) * (j.val : ℤ) : ℤ) : ZMod N) := by
    rw [Int.cast_mul, Int.cast_natCast, Int.cast_natCast, ZMod.natCast_zmod_val]
  rw [e, ← Int.cast_neg, ZMod.stdAddChar_coe, ZMod.stdAddChar_coe]
  generalize j.val = m
  have a1 : 2 * (Real.pi : ℂ) * Complex.I * (((p : ℤ) * (m : ℤ) : ℤ) : ℂ) / N
      = ((2 * Real.pi * p * m / N : ℝ) : ℂ) * Complex.I := by
    push_cast; ring
  have a2 : 2 * (Real.pi : ℂ) * Complex.I * ((-((p : ℤ) * (m : ℤ)) : ℤ) : ℂ) / N
      = -((2 * Real.pi * p * m / N : ℝ) : ℂ) * Complex.I := by
    push_cast; ring
  rw [a1, a2, Complex.ofReal_mul, Complex.ofReal_cos, Complex.cos, Complex.ofReal_ofNat]
  ring

/-- The Harper Hamiltonian with its potential written in lattice phases. -/
theorem harper_apply (l : ℝ) (ψ : ZMod N → ℂ) (j : ZMod N) :
    harper N p l ψ j = ψ (j + 1) + ψ (j - 1)
      + l * (phase N (p * j) + phase N (-(p * j))) * ψ j := by
  rw [← two_cos_eq_phase]
  change ψ (j + 1) + ψ (j - 1)
    + ((2 * l * Real.cos (2 * Real.pi * p * j.val / N) : ℝ) : ℂ) * ψ j = _
  simp only [Complex.ofReal_mul]
  ring

/-- The Aubry transform exchanges hopping and potential: it carries `H(l)` into
`l H(1/l)`. -/
theorem aubry_harper {l : ℝ} (hl : l ≠ 0) (ψ : ZMod N → ℂ) :
    aubry N p (harper N p l ψ) = (l : ℂ) • harper N p (1 / l) (aubry N p ψ) := by
  ext k
  -- translations become phases
  have s1 : ∑ j, phase N (p * j * k) * ψ (j + 1)
      = phase N (-(p * k)) * aubry N p ψ k := by
    change _ = phase N (-(p * k)) * ∑ j, phase N (p * j * k) * ψ j
    rw [Finset.mul_sum]
    refine Fintype.sum_equiv (Equiv.addRight 1) _ _ fun j => ?_
    change _ = phase N (-(p * k)) * (phase N (p * (j + 1) * k) * ψ (j + 1))
    have h : (p : ZMod N) * j * k = -(p * k) + p * (j + 1) * k := by ring
    rw [h, AddChar.map_add_eq_mul, mul_assoc]
  have s2 : ∑ j, phase N (p * j * k) * ψ (j - 1)
      = phase N (p * k) * aubry N p ψ k := by
    change _ = phase N (p * k) * ∑ j, phase N (p * j * k) * ψ j
    rw [Finset.mul_sum]
    refine Fintype.sum_equiv (Equiv.subRight 1) _ _ fun j => ?_
    change _ = phase N (p * k) * (phase N (p * (j - 1) * k) * ψ (j - 1))
    have h : (p : ZMod N) * j * k = p * k + p * (j - 1) * k := by ring
    rw [h, AddChar.map_add_eq_mul, mul_assoc]
  -- phases become translations
  have s3 : aubry N p (harper N p l ψ) k
      = ∑ j, phase N (p * j * k) * ψ (j + 1) + ∑ j, phase N (p * j * k) * ψ (j - 1)
        + (l * aubry N p ψ (k + 1) + l * aubry N p ψ (k - 1)) := by
    change ∑ j, phase N (p * j * k) * harper N p l ψ j = _ + _
      + (l * ∑ j, phase N (p * j * (k + 1)) * ψ j
        + l * ∑ j, phase N (p * j * (k - 1)) * ψ j)
    simp only [Finset.mul_sum, ← Finset.sum_add_distrib]
    refine Finset.sum_congr rfl fun j _ => ?_
    have h1 : (p : ZMod N) * j * (k + 1) = p * j * k + p * j := by ring
    have h2 : (p : ZMod N) * j * (k - 1) = p * j * k + -(p * j) := by ring
    rw [harper_apply, h1, h2, AddChar.map_add_eq_mul, AddChar.map_add_eq_mul]
    ring
  have hc : (l : ℂ) * ((1 / l : ℝ) : ℂ) = 1 := by
    rw [← Complex.ofReal_mul, mul_one_div_cancel hl, Complex.ofReal_one]
  rw [s3, s1, s2, Pi.smul_apply, smul_eq_mul, harper_apply]
  linear_combination
    (-(phase N (p * k) + phase N (-(p * k))) * aubry N p ψ k) * hc

/-- The Aubry transform sends solutions of `H(l) ψ = E ψ` to solutions of
`H(1/l) φ = (E/l) φ`. -/
theorem aubry_mem_eigenspace {l : ℝ} (hl : l ≠ 0) {E : ℂ} {ψ : ZMod N → ℂ}
    (hψ : ψ ∈ eigenspace (harper N p l) E) :
    aubry N p ψ ∈ eigenspace (harper N p (1 / l)) (E / l) := by
  rw [mem_eigenspace_iff] at hψ ⊢
  have h := aubry_harper (p := p) hl ψ
  rw [hψ, map_smul] at h
  rw [div_eq_inv_mul, mul_smul, h, smul_smul,
    inv_mul_cancel₀ (Complex.ofReal_ne_zero.2 hl), one_smul]

end

end AubryDuality
```

Lean reports:

```
Main.lean:117:22: error: Tactic `rewrite` failed: Did not find an occurrence of the pattern
  (?x * ?y) • ?b
in the target expression
  (harper N p (l⁻¹ * 1)) ((aubry N p) ψ) = (E / ↑l) • (aubry N p) ψ

N p : ℕ
inst✝ : NeZero N
l : ℝ
hl : l ≠ 0
E : ℂ
ψ : ZMod N → ℂ
hψ : (harper N p l) ψ = E • ψ
h : E • (aubry N p) ψ = ↑l • (harper N p (1 / l)) ((aubry N p) ψ)
⊢ (harper N p (l⁻¹ * 1)) ((aubry N p) ψ) = (E / ↑l) • (aubry N p) ψ
```

The error is reported at `mul_smul`, but the rewrite before it went to the wrong place. `div_eq_inv_mul` turns a quotient `a / b` into `b⁻¹ * a`, and without arguments it can match any division. The goal has two: the real `1 / l` inside the Hamiltonian and the complex `E / ↑l` in the eigenvalue. Lean took the first, as the `harper N p (l⁻¹ * 1)` in the message shows, and left the second alone. `mul_smul` then needed a product acting as a scalar on a vector, and found only the quotient `E / ↑l` in that position.

The repair names the quotient, `div_eq_inv_mul E (l : ℂ)`, so that the eigenvalue becomes `(↑l)⁻¹ * E` and `1 / l` stays as it was. `mul_smul` can now split the product and expose `E • (aubry N p) ψ`, which is the left side of `h`. After `h` is used, the remaining rewrites cancel `(↑l)⁻¹` against `↑l`, and both sides agree.

Fix (accepted with no message):

```diff
@@ -115,5 +115,5 @@
   have h := aubry_harper (p := p) hl ψ
   rw [hψ, map_smul] at h
-  rw [div_eq_inv_mul, mul_smul, h, smul_smul,
+  rw [div_eq_inv_mul E (l : ℂ), mul_smul, h, smul_smul,
     inv_mul_cancel₀ (Complex.ofReal_ne_zero.2 hl), one_smul]
 
```
